# Unfolding weights of a normalized plane wave with vacancies cut out, on a finite ring

When a supercell calculation is unfolded, each supercell state is projected onto the wave numbers of the primitive lattice, and the squared overlaps are plotted as spectral weight. For a plane wave whose amplitude is removed on vacant sites, these weights have a closed form. It gives reference values for an unfolding routine in a finite, non-interacting model with one orbital per site, the orbitals being orthonormal.

Let the ring have $N$ sites, let $S$ be the set of vacancies and $m$ its size, with $m<N$. After normalization, the cut wave $k$ has weight $(N-m)/N$ on $k$. The other wave numbers share the remaining $m/N$, in proportions set by the Fourier transform of $S$.

## A closed ring with at least one site

Sites $x$ and wave numbers $k,q$ are residues modulo $N$, the type `ZMod N`. This encodes periodic boundary conditions: the ring is a supercell of $N$ primitive cells at its own zero wave number. The assumption `NeZero N` says $N\ge 1$. Without it, `ZMod 0` is the infinite set of integers, where plane waves cannot be normalized.

```lean
import Mathlib

open Finset ComplexConjugate

namespace VacancyUnfolding

noncomputable section

variable {N : ℕ} [NeZero N]
```

Write $e(a)=\exp(2\pi i a/N)$, which is `phase`. The plane waves are $\varphi_k(x)=e(kx)/\sqrt N$.

```lean
/-- The lattice phase `exp (2 π i a / N)` of a residue `a` modulo `N`. -/
def phase (a : ZMod N) : ℂ := ZMod.stdAddChar a

/-- The normalized plane wave with wave number `k` on a ring of `N` sites. -/
def planeWave (k x : ZMod N) : ℂ := phase (k * x) / (Real.sqrt N : ℝ)
```

The amplitude of $q$ in a state $\psi$ is $\sum_x\overline{\varphi_q(x)}\,\psi(x)$. Its squared modulus is the weight $W_q(\psi)$, and the squared norm is $\sum_x|\psi(x)|^2$.

```lean
/-- The amplitude of the plane wave `q` in the state `ψ`. -/
def overlap (q : ZMod N) (ψ : ZMod N → ℂ) : ℂ := ∑ x, conj (planeWave q x) * ψ x

/-- The unfolding weight of the state `ψ` on the wave number `q`. -/
def weight (q : ZMod N) (ψ : ZMod N → ℂ) : ℝ := ‖overlap q ψ‖ ^ 2

/-- The squared norm of a state on the ring. -/
def sqNorm (ψ : ZMod N → ℂ) : ℝ := ∑ x, ‖ψ x‖ ^ 2
```

The cut wave is zero on $S$ and equal to $\varphi_k$ elsewhere; `vacancyState` divides it by its actual norm. This is a prescribed state. An eigenstate of a Hamiltonian with vacancies is in general different, and no Hamiltonian appears here.

```lean
/-- The plane wave `k` with its amplitude removed on the vacancy set `S`. -/
def punctured (S : Finset (ZMod N)) (k x : ZMod N) : ℂ :=
  if x ∈ S then 0 else planeWave k x

/-- The punctured plane wave divided by its norm. -/
def vacancyState (S : Finset (ZMod N)) (k x : ZMod N) : ℂ :=
  punctured S k x / (Real.sqrt (sqNorm (punctured S k)) : ℝ)
```

Periodicity enters the derivation through the sum of phases. For $b\neq0$ modulo $N$, the number $r=e(b)$ satisfies $r\ne1$ and $r^N=1$, so
$$\sum_{x=0}^{N-1}e(bx)=\frac{r^N-1}{r-1}=0,$$
while for $b=0$ the sum is $N$. Hence the plane waves are complete:
$$\sum_q\overline{\varphi_q(x)}\,\varphi_q(y)=\frac1N\sum_q e(q(y-x))=\delta_{xy}.$$
Expanding the squared overlap and summing over $q$ gives Parseval's identity,
$$\sum_q W_q(\psi)=\sum_{x,y}\psi(x)\overline{\psi(y)}\sum_q\overline{\varphi_q(x)}\,\varphi_q(y)=\sum_x|\psi(x)|^2.$$

In Lean, `phase_eq_exp` ties the abstract character to the explicit exponential, using the representatives `k.val`, `q.val` and `x.val` between $0$ and $N-1$. The next two lemmas give the modulus of a phase and the product of two plane waves.

```lean
/-- The phase between two wave numbers at a site, written as an explicit exponential. -/
theorem phase_eq_exp (k q x : ZMod N) : phase ((k - q) * x) =
    Complex.exp (2 * Real.pi * Complex.I * ((k.val : ℂ) - q.val) * x.val / N) := by
  have hx : (k - q) * x = ((((k.val : ℤ) - (q.val : ℤ)) * (x.val : ℤ) : ℤ) : ZMod N) := by
    simp only [Int.cast_mul, Int.cast_sub, Int.cast_natCast, ZMod.natCast_zmod_val]
  rw [phase, hx, ZMod.stdAddChar_coe]
  congr 1
  simp only [Int.cast_mul, Int.cast_sub, Int.cast_natCast]
  ring

/-- Every lattice phase has modulus one. -/
theorem norm_phase (a : ZMod N) : ‖phase a‖ = 1 := by
  rw [phase, ZMod.stdAddChar_apply]
  exact Circle.norm_coe _

/-- The product of a conjugated plane wave and a plane wave is a single phase over `N`. -/
theorem conj_planeWave_mul (q k x y : ZMod N) :
    conj (planeWave q x) * planeWave k y = phase (k * y - q * x) / N := by
  have hs : ((Real.sqrt N : ℝ) : ℂ) * ((Real.sqrt N : ℝ) : ℂ) = N := by
    rw [← Complex.ofReal_mul, Real.mul_self_sqrt (Nat.cast_nonneg N), Complex.ofReal_natCast]
  unfold planeWave phase
  rw [map_div₀, Complex.conj_ofReal, ← AddChar.map_neg_eq_conj, div_mul_div_comm, hs,
    ← AddChar.map_add_eq_mul, neg_add_eq_sub]
```

The cancellation of phases comes from Mathlib's orthogonality theorem for primitive characters, in place of the geometric series.

```lean
/-- Summed over the ring, the phases cancel unless the wave number is zero. -/
theorem sum_phase (b : ZMod N) : ∑ x, phase (x * b) = if b = 0 then (N : ℂ) else 0 := by
  have h := AddChar.sum_mulShift b (ZMod.isPrimitive_stdAddChar N)
  unfold phase
  rw [h]
  split_ifs <;> simp [ZMod.card]
```

In `sum_weight`, the inner statement `hc` is completeness. The `calc` block then expands the square, moves the sum over $q$ inside, and collapses the double sum.

```lean
/-- Parseval's identity: the unfolding weights of any state add up to its squared norm. -/
theorem sum_weight (ψ : ZMod N → ℂ) : ∑ q, weight q ψ = sqNorm ψ := by
  have hN : (N : ℂ) ≠ 0 := Nat.cast_ne_zero.mpr (NeZero.ne N)
  -- completeness of the plane waves
  have hc : ∀ x y : ZMod N,
      ∑ q, conj (planeWave q x) * planeWave q y = if x = y then 1 else 0 := by
    intro x y
    simp only [conj_planeWave_mul, ← mul_sub]
    rw [← Finset.sum_div, sum_phase]
    by_cases h : x = y
    · rw [if_pos (sub_eq_zero.mpr h.symm), if_pos h, div_self hN]
    · rw [if_neg (fun h' => h (sub_eq_zero.mp h').symm), if_neg h, zero_div]
  apply Complex.ofReal_injective
  simp only [weight, sqNorm, Complex.ofReal_sum, Complex.ofReal_pow]
  calc ∑ q, (‖overlap q ψ‖ : ℂ) ^ 2
      = ∑ q, ∑ x, ∑ y, (conj (planeWave q x) * planeWave q y) * (ψ x * conj (ψ y)) := by
        refine Finset.sum_congr rfl fun q _ => ?_
        rw [← Complex.mul_conj', overlap, map_sum, Finset.sum_mul_sum]
        refine Finset.sum_congr rfl fun x _ => Finset.sum_congr rfl fun y _ => ?_
        rw [map_mul, Complex.conj_conj]
        ring
    _ = ∑ x, ∑ y, (∑ q, conj (planeWave q x) * planeWave q y) * (ψ x * conj (ψ y)) := by
        rw [Finset.sum_comm]
        refine Finset.sum_congr rfl fun x _ => ?_
        rw [Finset.sum_comm]
        exact Finset.sum_congr rfl fun y _ => (Finset.sum_mul _ _ _).symm
    _ = ∑ x, (‖ψ x‖ : ℂ) ^ 2 := by
        simp only [hc, ite_mul, one_mul, zero_mul, Finset.sum_ite_eq, Finset.mem_univ,
          if_true, Complex.mul_conj']
```

## Fewer vacancies than sites

The condition $m<N$, written `S.card < N`, means that at least one site is occupied. By hand it is needed when the cut wave is divided by its norm. Each of the $N-m$ occupied sites contributes $1/N$, so the squared norm is
$$\frac{N-m}{N},$$
which is positive exactly when $m<N$. If every site is vacant, no state is left to normalize; Lean's division by zero then returns the zero vector, whose norm is not one.

The norm formula itself holds for every $S$. Its proof writes each site's contribution as $1/N$ minus a correction on $S$, and sums.

```lean
/-- The punctured plane wave keeps the fraction of occupied sites as its squared norm. -/
theorem sqNorm_punctured (S : Finset (ZMod N)) (k : ZMod N) :
    sqNorm (punctured S k) = ((N : ℝ) - S.card) / N := by
  have hN : (N : ℝ) ≠ 0 := Nat.cast_ne_zero.mpr (NeZero.ne N)
  have h : ∀ x, ‖punctured S k x‖ ^ 2 = 1 / (N : ℝ) - if x ∈ S then 1 / (N : ℝ) else 0 := by
    intro x
    by_cases hx : x ∈ S
    · simp [punctured, hx]
    · rw [punctured, if_neg hx, if_neg hx, planeWave, norm_div, norm_phase, Complex.norm_real,
        Real.norm_eq_abs, div_pow, sq_abs, Real.sq_sqrt (Nat.cast_nonneg N), one_pow, sub_zero]
  simp only [sqNorm, h]
  rw [Finset.sum_sub_distrib, Finset.sum_ite_mem, Finset.univ_inter, Finset.sum_const,
    Finset.sum_const, Finset.card_univ, ZMod.card, nsmul_eq_mul, nsmul_eq_mul]
  ring
```

## A wave number different from the original one

The condition $q\ne k$ separates scattered weight from retained weight. It is used in the overlap of the cut wave with $\varphi_q$, which is the full lattice sum minus the vacancy sum:
$$\frac1N\Big(N\delta_{qk}-\sum_{x\in S}e((k-q)x)\Big).$$

```lean
/-- The amplitude of `q` in the punctured wave is the full lattice sum minus the vacancy sum,
divided by `N`. -/
theorem overlap_punctured (S : Finset (ZMod N)) (k q : ZMod N) : overlap q (punctured S k) =
    ((if k - q = 0 then (N : ℂ) else 0) - ∑ x ∈ S, phase ((k - q) * x)) / N := by
  have h : ∀ x, conj (planeWave q x) * punctured S k x =
      (phase ((k - q) * x) - if x ∈ S then phase ((k - q) * x) else 0) / N := by
    intro x
    by_cases hx : x ∈ S
    · simp [punctured, hx]
    · rw [punctured, if_neg hx, if_neg hx, conj_planeWave_mul, sub_zero, sub_mul]
  simp only [overlap, h]
  rw [← Finset.sum_div, Finset.sum_sub_distrib, Finset.sum_ite_mem, Finset.univ_inter,
    ← sum_phase (k - q)]
  simp only [mul_comm]
```

For $q=k$ every phase is one and the overlap is $(N-m)/N$. Squaring and dividing by the squared norm gives
$$W_k=\frac{N-m}{N}.$$
For $q\neq k$ the full sum vanishes, and
$$W_q=\frac{1}{N^2}\Big|\sum_{x\in S}e((k-q)x)\Big|^2\cdot\frac{N}{N-m}=\frac{\big|\sum_{x\in S}e((k-q)x)\big|^2}{N(N-m)}.$$
Setting $q=k$ in this last formula would give $m^2/(N(N-m))$, which agrees with the true weight only if $N=2m$. Since the state has norm one, Parseval's identity gives the total over $q\neq k$ as $1-(N-m)/N=m/N$.

The theorem states four things for any $k$ and any $S$ with $m<N$: the state is normalized, the weight on $k$ is as above, the weight on each $q\neq k$ is as above, and the weights over `univ.erase k`, all wave numbers except $k$, add up to $m/N$.

In the proof, `hm` yields the positive norm `hn`. Then `hdiv` and `hw` carry out the division by the squared norm, `h1` is normalization and `h2` is the weight on $k$. The hypothesis `hq` removes the full lattice sum. The last part splits off the $k$ term and applies `sum_weight`.

```lean
/-- For fewer than `N` vacancies the vacancy state is normalized; its unfolding weights on `k` and
on every other `q` are as displayed, and the weights away from `k` total `S.card / N`. -/
theorem vacancy_unfolding (S : Finset (ZMod N)) (k : ZMod N) (hm : S.card < N) :
    sqNorm (vacancyState S k) = 1 ∧
    weight k (vacancyState S k) = ((N : ℝ) - S.card) / N ∧
    (∀ q, q ≠ k → weight q (vacancyState S k) =
      ‖∑ x ∈ S, Complex.exp
        (2 * Real.pi * Complex.I * ((k.val : ℂ) - q.val) * x.val / N)‖ ^ 2
        / (N * ((N : ℝ) - S.card))) ∧
    ∑ q ∈ univ.erase k, weight q (vacancyState S k) = (S.card : ℝ) / N := by
  have hN : (N : ℝ) ≠ 0 := Nat.cast_ne_zero.mpr (NeZero.ne N)
  have hpos : (0 : ℝ) < (N : ℝ) - S.card := sub_pos.mpr (Nat.cast_lt.mpr hm)
  have hd : (N : ℝ) - S.card ≠ 0 := hpos.ne'
  have hn : 0 < sqNorm (punctured S k) := by
    rw [sqNorm_punctured]
    exact div_pos hpos (Nat.cast_pos.mpr (NeZero.pos N))
  -- dividing a state by its norm divides squared moduli by the squared norm
  have hdiv : ∀ z : ℂ, ‖z / (Real.sqrt (sqNorm (punctured S k)) : ℝ)‖ ^ 2 =
      ‖z‖ ^ 2 / sqNorm (punctured S k) := by
    intro z
    rw [norm_div, Complex.norm_real, Real.norm_eq_abs, div_pow, sq_abs, Real.sq_sqrt hn.le]
  have h1 : sqNorm (vacancyState S k) = 1 := by
    rw [sqNorm]
    simp only [vacancyState, hdiv]
    rw [← Finset.sum_div]
    exact div_self hn.ne'
  have hw : ∀ q, weight q (vacancyState S k) =
      ‖overlap q (punctured S k)‖ ^ 2 / (((N : ℝ) - S.card) / N) := by
    intro q
    rw [← sqNorm_punctured S k, ← hdiv, weight]
    simp only [overlap, vacancyState, Finset.sum_div, mul_div_assoc]
  have h2 : weight k (vacancyState S k) = ((N : ℝ) - S.card) / N := by
    have ho : overlap k (punctured S k) = ((((N : ℝ) - S.card) / N : ℝ) : ℂ) := by
      rw [overlap_punctured, if_pos (sub_self k)]
      simp [phase]
    rw [hw, ho, Complex.norm_real, Real.norm_eq_abs, sq_abs]
    field_simp
  refine ⟨h1, h2, ?_, ?_⟩
  · intro q hq
    simp only [← phase_eq_exp]
    rw [hw, overlap_punctured, if_neg (sub_ne_zero.mpr hq.symm), zero_sub, norm_div, norm_neg,
      Complex.norm_natCast]
    field_simp
  · -- the remaining weight follows from Parseval's identity
    have h : weight k (vacancyState S k) + ∑ q ∈ univ.erase k, weight q (vacancyState S k) =
        ∑ q, weight q (vacancyState S k) :=
      Finset.add_sum_erase univ (fun q => weight q (vacancyState S k)) (Finset.mem_univ k)
    rw [sum_weight, h1, h2, sub_div, div_self hN] at h
    linarith
```

## One vacancy, and a check by Fourier transform

For $m=1$ the vacancy sum is a single phase of modulus one, so each $q\ne k$ receives $1/(N(N-1))$, wherever the vacancy sits. Here $m<N$ is not assumed separately: two different wave numbers exist only if $N>1$, which is how the proof obtains it. On the smallest such ring, $N=2$, both wave numbers carry weight $1/2$.

```lean
/-- A single vacancy at any site `a` gives every wave number other than `k` the same
unfolding weight `1 / (N (N - 1))`. -/
theorem single_vacancy (a k q : ZMod N) (hq : q ≠ k) :
    weight q (vacancyState {a} k) = 1 / (N * ((N : ℝ) - 1)) := by
  have hN : 1 < N := by
    have h := Fintype.one_lt_card_iff.mpr ⟨q, k, hq⟩
    rwa [ZMod.card] at h
  have h := (vacancy_unfolding {a} k (by rwa [Finset.card_singleton])).2.2.1 q hq
  rw [h, Finset.sum_singleton, ← phase_eq_exp, norm_phase, Finset.card_singleton,
    Nat.cast_one, one_pow]

end

end VacancyUnfolding
```

In code for this ring, the weights of a normalized state are the squared moduli of its unnormalized discrete Fourier transform, with kernel $\exp(-2\pi i qx/N)$, divided by $N$. For the cut wave divided by its norm and $q\neq k$, they can be compared with the transform of the array that is one on $S$ and zero elsewhere: take its entry at $q-k$ modulo $N$, square the modulus and divide by $N(N-m)$. A wrong sign or a missing normalization factor in the routine can show up in this comparison.

```lean
#print axioms VacancyUnfolding.vacancy_unfolding
#print axioms VacancyUnfolding.single_vacancy
```

```
'VacancyUnfolding.vacancy_unfolding' depends on axioms: [propext, Classical.choice, Quot.sound]
'VacancyUnfolding.single_vacancy' depends on axioms: [propext, Classical.choice, Quot.sound]
```
